# Reflection positivity on a classical spin ring with a symmetric bond weight

Take $2m$ classical spins on a ring, $m\ge 1$, each with states in a finite set $S$. Neighbours interact through a real bond weight $w(a,b)$, the transfer matrix, usually a Boltzmann factor. Site indices are read modulo $2m$, and the reflection $i\mapsto -i$ fixes sites $0$ and $m$. Is an observable of one half of the ring always nonnegatively correlated with its mirror image?

For symmetric $w$ it is: every real $F$ of $m+1$ spins satisfies

$$\sum_s F(s_0,s_1,\dots,s_m)\,F(s_0,s_{-1},\dots,s_{-m})\prod_i w(s_i,s_{i+1})\ \ge 0 .$$

Symmetry says that a bond has no preferred direction. Nothing else is asked of $w$: the Boltzmann factor of an Ising antiferromagnet, which is positive and symmetric, is covered just as that of a ferromagnet is, and the theorem even allows weights with negative values. The mirror passes through sites; a mirror through bond midpoints needs more than symmetry.

```lean
import Mathlib

open Finset

namespace IsingReflectionPositivity

noncomputable section

variable {S : Type*} {m : ℕ}
```

## The ring and its two halves

A configuration is a function `ZMod (2 * m) → S`, so periodicity is built into the index type, and `NeZero m` encodes $m\ge1$. The halves are $x_k=s_k$ and $y_k=s_{-k}$ for $k=0,\dots,m$. Both contain the fixed sites.

```lean
/-- The spins at sites `0, 1, ..., m` of a ring of `2m` sites. -/
def rightHalf (s : ZMod (2 * m) → S) : Fin (m + 1) → S :=
  fun k => s ((k : ℕ) : ZMod (2 * m))

/-- The spins at the reflected sites `0, -1, ..., -m` of a ring of `2m` sites. -/
def leftHalf (s : ZMod (2 * m) → S) : Fin (m + 1) → S :=
  fun k => s (-((k : ℕ) : ZMod (2 * m)))
```

The ring weight has one factor per bond. For $m=1$ the two bonds join the same pair of spins. An open chain has weight $W(x)=\prod_{k=0}^{m-1}w(x_k,x_{k+1})$ and end spins $(x_0,x_m)$.

```lean
/-- The product of the bond weights around the ring. -/
def ringWeight [NeZero m] (w : S → S → ℝ) (s : ZMod (2 * m) → S) : ℝ :=
  ∏ i : ZMod (2 * m), w (s i) (s (i + 1))

/-- The product of the bond weights along an open chain of `m + 1` spins. -/
def pathWeight (w : S → S → ℝ) (x : Fin (m + 1) → S) : ℝ :=
  ∏ k : Fin m, w (x k.castSucc) (x k.succ)

/-- The two end spins of an open chain. -/
def ends (x : Fin (m + 1) → S) : S × S := (x 0, x (Fin.last m))
```

Two halves are glued by taking $x$ on sites $0,\dots,m$ and $y$ elsewhere.

```lean
/-- The ring configuration made of `x` on sites `0, ..., m` and `y` on the remaining
reflected sites. -/
def glue (x y : Fin (m + 1) → S) (i : ZMod (2 * m)) : S :=
  if h : i.val ≤ m then x ⟨i.val, by omega⟩ else y ⟨2 * m - i.val, by omega⟩
```

The pairing $\langle F,G\rangle$ is an unnormalised correlation. The half-ring amplitude $A_F(c)=\sum_{x:\,(x_0,x_m)=c}F(x)W(x)$ sums over the interior spins at fixed ends $c$.

```lean
/-- The unnormalised correlation of `F` on one half of the ring with `G` on the
reflected half. -/
def reflPairing [Fintype S] [NeZero m] (w : S → S → ℝ)
    (F G : (Fin (m + 1) → S) → ℝ) : ℝ :=
  ∑ s : ZMod (2 * m) → S, F (rightHalf s) * G (leftHalf s) * ringWeight w s

/-- The weighted sum of `F` over all half-ring configurations with end spins `c`. -/
def halfAmplitude [Fintype S] [DecidableEq S] (w : S → S → ℝ)
    (F : (Fin (m + 1) → S) → ℝ) (c : S × S) : ℝ :=
  ∑ x : Fin (m + 1) → S, if ends x = c then F x * pathWeight w x else 0
```

## The weight factorises

Split the bond product at site $m$. In the second part put $i=2m-1-k$, with $k=0,\dots,m-1$. Then $s_i=y_{k+1}$ and $s_{i+1}=y_k$, hence

$$\prod_i w(s_i,s_{i+1})=\prod_{k=0}^{m-1}w(x_k,x_{k+1})\prod_{k=0}^{m-1}w(y_{k+1},y_k).$$

In the proof, `h1` numbers the sites, `h2` splits the product and reverses its second part, and `e` and `e'` are the two index identities.

```lean
/-- The weight of a ring configuration is the product of the weights of its two halves,
with the arguments of the bond weight exchanged on the reflected half. -/
theorem ringWeight_eq_halves [NeZero m] (w : S → S → ℝ) (s : ZMod (2 * m) → S) :
    ringWeight w s =
      pathWeight w (rightHalf s) * pathWeight (fun a b => w b a) (leftHalf s) := by
  -- number the sites by 0, ..., 2m - 1
  have h1 : ∀ f : ZMod (2 * m) → ℝ,
      ∏ i : ZMod (2 * m), f i = ∏ k ∈ range (2 * m), f (k : ZMod (2 * m)) := by
    intro f
    refine Finset.prod_nbij' (fun i => i.val) (fun k => (k : ZMod (2 * m))) ?_ ?_ ?_ ?_ ?_
    · intro i _
      exact Finset.mem_range.2 (ZMod.val_lt i)
    · intro k _
      exact Finset.mem_univ _
    · intro i _
      exact ZMod.natCast_zmod_val i
    · intro k hk
      exact ZMod.val_natCast_of_lt (Finset.mem_range.1 hk)
    · intro i _
      exact congrArg f (ZMod.natCast_zmod_val i).symm
  -- split in the middle and run through the second half backwards
  have h2 : ∀ g : ℕ → ℝ, ∏ k ∈ range (2 * m), g k =
      (∏ k ∈ range m, g k) * ∏ k ∈ range m, g (m + (m - 1 - k)) := by
    intro g
    rw [two_mul, Finset.prod_range_add]
    congr 1
    exact (Finset.prod_range_reflect (fun k => g (m + k)) m).symm
  unfold ringWeight pathWeight
  rw [h1, h2, Finset.prod_range, Finset.prod_range]
  congr 1
  · refine Finset.prod_congr rfl fun k _ => ?_
    simp [rightHalf]
  · refine Finset.prod_congr rfl fun k _ => ?_
    have hk := k.isLt
    have e : ((m + (m - 1 - (k : ℕ)) : ℕ) : ZMod (2 * m)) = -(((k : ℕ) + 1 : ℕ) : ZMod (2 * m)) := by
      apply eq_neg_of_add_eq_zero_left
      rw [← Nat.cast_add, show m + (m - 1 - (k : ℕ)) + ((k : ℕ) + 1) = 2 * m by omega]
      exact ZMod.natCast_self _
    have e' : -(((k : ℕ) + 1 : ℕ) : ZMod (2 * m)) + 1 = -((k : ℕ) : ZMod (2 * m)) := by
      push_cast
      ring
    rw [e, e']
    rfl
```

## Cutting and gluing

Since $-m=m$ modulo $2m$, the halves satisfy $y_0=x_0$ and $y_m=x_m$. Conversely, any pair with matching ends glues to exactly one ring configuration. For every function $H$ of two halves,

$$\sum_s H(x,y)=\sum_{x}\ \sum_{y:\,(y_0,y_m)=(x_0,x_m)}H(x,y).$$

The device that carries this is `Finset.sum_nbij'`, which changes the summation variable through a map and an explicit inverse. It asks for five things: each map lands in the right set, each undoes the other, and the summands agree. Cutting after gluing is the longest of these, because `glue` reads the fixed sites from `x`; there the matching ends supply the values of `y`.

```lean
/-- Summing over ring configurations is the same as summing over pairs of half-ring
configurations that agree at the two sites fixed by the reflection. -/
theorem sum_ring_eq_sum_halves [Fintype S] [DecidableEq S] [NeZero m]
    (H : (Fin (m + 1) → S) → (Fin (m + 1) → S) → ℝ) :
    ∑ s : ZMod (2 * m) → S, H (rightHalf s) (leftHalf s) =
      ∑ x, ∑ y, if ends y = ends x then H x y else 0 := by
  have hm : 0 < m := Nat.pos_of_ne_zero (NeZero.ne m)
  rw [← Fintype.sum_prod_type' (f := fun x y => if ends y = ends x then H x y else 0),
    ← Finset.sum_filter]
  refine Finset.sum_nbij' (fun s => (rightHalf s, leftHalf s)) (fun p => glue p.1 p.2)
    ?_ ?_ ?_ ?_ ?_
  · -- the halves of a ring configuration share their end spins
    intro s _
    have e : -((m : ℕ) : ZMod (2 * m)) = (m : ZMod (2 * m)) := by
      apply neg_eq_of_add_eq_zero_left
      rw [← Nat.cast_add, ← two_mul]
      exact ZMod.natCast_self _
    simp [ends, rightHalf, leftHalf, e]
  · intro p _
    exact Finset.mem_univ _
  · -- gluing the two halves gives back the ring
    intro s _
    funext i
    have hi := ZMod.val_lt i
    by_cases h : i.val ≤ m
    · simp only [glue, dif_pos h, rightHalf]
      rw [ZMod.natCast_zmod_val]
    · simp only [glue, dif_neg h, leftHalf]
      rw [Nat.cast_sub hi.le, ZMod.natCast_self, zero_sub, neg_neg, ZMod.natCast_zmod_val]
  · -- cutting a glued ring gives back the two halves
    rintro ⟨x, y⟩ hp
    have hxy : ends y = ends x := (Finset.mem_filter.1 hp).2
    have h0 : y 0 = x 0 := congrArg Prod.fst hxy
    have hl : y (Fin.last m) = x (Fin.last m) := congrArg Prod.snd hxy
    have g1 : ∀ (i : ZMod (2 * m)) (k : Fin (m + 1)), i.val = k → glue x y i = x k := by
      intro i k h
      have hk := k.isLt
      have h' : i.val ≤ m := by omega
      simp only [glue, dif_pos h']
      exact congrArg x (Fin.ext h)
    refine Prod.ext (funext fun k => ?_) (funext fun k => ?_)
    · have hk := k.isLt
      exact g1 _ k (ZMod.val_natCast_of_lt (by omega))
    · have hk := k.isLt
      change glue x y (-((k : ℕ) : ZMod (2 * m))) = y k
      by_cases hk0 : k = 0
      · subst hk0
        rw [h0]
        exact g1 _ 0 (by simp)
      · have hkp : 0 < (k : ℕ) := Nat.pos_of_ne_zero fun h => hk0 (Fin.ext h)
        have hv : (-((k : ℕ) : ZMod (2 * m))).val = 2 * m - k := by
          have e : -((k : ℕ) : ZMod (2 * m)) = ((2 * m - k : ℕ) : ZMod (2 * m)) := by
            rw [Nat.cast_sub (by omega), ZMod.natCast_self, zero_sub]
          rw [e]
          exact ZMod.val_natCast_of_lt (by omega)
        by_cases hkm : k = Fin.last m
        · subst hkm
          rw [hl]
          refine g1 _ _ (hv.trans ?_)
          simp only [Fin.val_last]
          omega
        · have hkm' : (k : ℕ) ≠ m := fun h => hkm (Fin.ext h)
          have h' : ¬ (-((k : ℕ) : ZMod (2 * m))).val ≤ m := by omega
          simp only [glue, dif_neg h']
          exact congrArg y (Fin.ext (by simp only [hv]; omega))
  · intro s _
    rfl
```

## A sum over the two fixed spins

With $w(a,b)=w(b,a)$ the reflected half also has weight $W(y)$. Grouping the pairs by their common ends $c$ gives

$$\langle F,G\rangle=\sum_{x}\ \sum_{y:\,(y_0,y_m)=(x_0,x_m)}F(x)W(x)\,G(y)W(y)=\sum_{c}A_F(c)\,A_G(c).$$

Lean runs the last equality from right to left: `Finset.sum_comm` moves the sum over $c$ inside, and `Finset.sum_ite_eq` evaluates it.

```lean
/-- For a symmetric bond weight the reflected correlation of `F` and `G` is the sum, over
the two spins fixed by the reflection, of the product of their half-ring amplitudes. -/
theorem reflPairing_eq_sum_amplitudes [Fintype S] [DecidableEq S] [NeZero m]
    (w : S → S → ℝ) (hw : ∀ a b, w a b = w b a) (F G : (Fin (m + 1) → S) → ℝ) :
    reflPairing w F G = ∑ c, halfAmplitude w F c * halfAmplitude w G c := by
  have hflip : (fun a b => w b a) = w := funext fun a => funext fun b => hw b a
  have h : reflPairing w F G = ∑ s : ZMod (2 * m) → S,
      (fun x y => F x * pathWeight w x * (G y * pathWeight w y))
        (rightHalf s) (leftHalf s) := by
    refine Finset.sum_congr rfl fun s _ => ?_
    rw [ringWeight_eq_halves, hflip]
    ring
  rw [h.trans (sum_ring_eq_sum_halves
    (fun x y => F x * pathWeight w x * (G y * pathWeight w y)))]
  symm
  -- carry out the sum over the fixed spins first
  simp only [halfAmplitude, Finset.sum_mul]
  rw [Finset.sum_comm]
  refine Finset.sum_congr rfl fun x _ => ?_
  simp only [ite_mul, zero_mul, Finset.sum_ite_eq, Finset.mem_univ, if_true]
  simp only [Finset.mul_sum, mul_ite, mul_zero]
```

## Positivity

For $G=F$ this is $\sum_c A_F(c)^2\ge0$. The theorem writes the ring sum out in full.

```lean
/-- Reflection positivity: on a ring of `2m` sites, `m ≥ 1`, with a real symmetric bond
weight, the correlation of any real `F` of the spins `s_0, ..., s_m` with its mirror image
is nonnegative. -/
theorem reflection_positivity [Fintype S] [NeZero m]
    (w : S → S → ℝ) (hw : ∀ a b, w a b = w b a) (F : (Fin (m + 1) → S) → ℝ) :
    0 ≤ ∑ s : ZMod (2 * m) → S,
      F (fun k => s ((k : ℕ) : ZMod (2 * m))) * F (fun k => s (-((k : ℕ) : ZMod (2 * m)))) *
        ∏ i : ZMod (2 * m), w (s i) (s (i + 1)) := by
  classical
  change 0 ≤ reflPairing w F F
  rw [reflPairing_eq_sum_amplitudes w hw]
  exact Finset.sum_nonneg fun c _ => mul_self_nonneg _
```

For an Ising ring of four sites, $m=2$, take $w(a,b)=e^{Kab}$ with $a,b=\pm1$ and $F=s_1$. Here $K$ is the coupling energy divided by $k_BT$, positive for a ferromagnet and negative for an antiferromagnet. Then $A_F(a,b)=2\sinh K(a+b)$, while the constant $1$ has amplitude $2\cosh K(a+b)$. Dividing the two sums of squares gives the thermal average

$$\langle s_1s_{-1}\rangle=\frac{\sinh^2 2K}{1+\cosh^2 2K},$$

which is nonnegative for either sign of $K$. This division by the partition function is the step from the theorem to a thermal average, and it needs a positive partition function, as Boltzmann weights provide.

If the ring direction is read as discretised imaginary time, one time step $e^{-\tau H}$ with a real symmetric matrix $H$ is an example of such a $w$. Its eigenvalues are all positive, whereas the theorem assumes only symmetry: the antiferromagnetic $w$ above has a negative eigenvalue, and the pairing is still positive semidefinite.

## Equality and Cauchy–Schwarz

A sum of real squares vanishes exactly when every term does, so $\langle F,F\rangle=0$ if and only if $A_F(c)=0$ for all $c$.

```lean
/-- For a symmetric bond weight the correlation of `F` with its mirror image vanishes
exactly when all half-ring amplitudes of `F` vanish. -/
theorem reflPairing_self_eq_zero_iff [Fintype S] [DecidableEq S] [NeZero m]
    (w : S → S → ℝ) (hw : ∀ a b, w a b = w b a) (F : (Fin (m + 1) → S) → ℝ) :
    reflPairing w F F = 0 ↔ ∀ c, halfAmplitude w F c = 0 := by
  rw [reflPairing_eq_sum_amplitudes w hw,
    Finset.sum_eq_zero_iff_of_nonneg fun c _ => mul_self_nonneg _]
  simp only [Finset.mem_univ, true_implies, mul_self_eq_zero]
```

The Cauchy–Schwarz inequality for the finite vectors $A_F$ and $A_G$ gives $\langle F,G\rangle^2\le\langle F,F\rangle\langle G,G\rangle$.

```lean
/-- Cauchy-Schwarz inequality for reflected correlations with a symmetric bond weight. -/
theorem reflPairing_sq_le [Fintype S] [NeZero m]
    (w : S → S → ℝ) (hw : ∀ a b, w a b = w b a) (F G : (Fin (m + 1) → S) → ℝ) :
    reflPairing w F G ^ 2 ≤ reflPairing w F F * reflPairing w G G := by
  classical
  simp only [reflPairing_eq_sum_amplitudes w hw, ← sq]
  exact Finset.sum_mul_sq_le_sq_mul_sq _ _ _
```

## A negative sum without symmetry

On two sites with two states, let $w(a,a)=0$ and $w(a,b)=-w(b,a)=\pm1$ for $a\ne b$. The ring weight is $w(s_0,s_1)w(s_1,s_0)$, which is $-1$ for unequal spins and $0$ otherwise. With $F=1$ the sum is $-2$; the theorem records that it is negative. An arbitrary real weight is therefore not enough. This one has a negative entry, so the example does not decide the case of nonnegative, non-symmetric weights.

The proof bounds every term by zero and exhibits one configuration with a strictly negative term.

```lean
/-- Symmetry of the bond weight cannot be dropped: for two-state spins on a ring of two
sites, an antisymmetric weight gives the constant `F = 1` a negative correlation with its
mirror image. -/
theorem reflPairing_neg_of_antisymmetric :
    reflPairing (m := 1) (fun a b : Bool => if a = b then 0 else if a then 1 else -1)
      (fun _ => 1) (fun _ => 1) < 0 := by
  have hlr : ∀ s : ZMod (2 * 1) → Bool, leftHalf s = rightHalf s := fun s =>
    funext fun k => congrArg s ((by decide : ∀ k : Fin (1 + 1),
      -((k : ℕ) : ZMod (2 * 1)) = ((k : ℕ) : ZMod (2 * 1))) k)
  -- the two bonds join the same two spins in opposite directions
  have hw : ∀ (w : Bool → Bool → ℝ) (s : ZMod (2 * 1) → Bool),
      ringWeight (m := 1) w s = w (s 0) (s 1) * w (s 1) (s 0) := by
    intro w s
    rw [ringWeight_eq_halves, hlr]
    simp [pathWeight, rightHalf]
  unfold reflPairing
  refine (Finset.sum_lt_sum (g := fun _ => (0 : ℝ)) ?_ ?_).trans_eq (by simp)
  · intro s _
    simp only [hw]
    generalize s 0 = a
    generalize s 1 = b
    cases a <;> cases b <;> norm_num
  · refine ⟨fun i => decide (i = 0), Finset.mem_univ _, ?_⟩
    have h10 : (1 : ZMod (2 * 1)) ≠ 0 := by decide
    simp only [hw]
    simp [h10]

end

end IsingReflectionPositivity
```

```lean
#print axioms IsingReflectionPositivity.reflection_positivity
-- 'IsingReflectionPositivity.reflection_positivity' depends on axioms: [propext, Classical.choice, Quot.sound]
#print axioms IsingReflectionPositivity.reflPairing_self_eq_zero_iff
-- 'IsingReflectionPositivity.reflPairing_self_eq_zero_iff' depends on axioms: [propext, Classical.choice, Quot.sound]
#print axioms IsingReflectionPositivity.reflPairing_sq_le
-- 'IsingReflectionPositivity.reflPairing_sq_le' depends on axioms: [propext, Classical.choice, Quot.sound]
#print axioms IsingReflectionPositivity.reflPairing_neg_of_antisymmetric
-- 'IsingReflectionPositivity.reflPairing_neg_of_antisymmetric' depends on axioms: [propext, Classical.choice, Quot.sound]
```
